# The double commutator with a projector gives the off-diagonal blocks of an operator

## Splitting a Hamiltonian before decoupling it

A calculation of an effective Hamiltonian for a few chosen states often begins by splitting the full Hamiltonian matrix $H$ in two. One part acts within the chosen states and within the remaining ones; the other part couples the two sets. If the basis is sorted into the two sets, the coupling can be read off as the off-diagonal blocks. In another orthonormal basis the projector $P$ onto the chosen states need not be diagonal, and the coupling can be computed as

$$[P,[P,H]], \qquad [A,B] = AB - BA .$$

This works whenever $P^2 = P$. That condition says that projecting a second time changes nothing, so a state already in the chosen space is left alone.

The same expression appears in Hartree–Fock theory. For a single determinant in an orthonormal basis of spin orbitals, with $P$ the one-particle density matrix and the Fock matrix in place of $H$, it is the occupied–virtual coupling, which vanishes at a self-consistent solution.

## Blocks, coupling and what remains

Let $Q = 1 - P$ be the complementary projector. Since $P + Q = 1$, every operator is the sum of four blocks:

$$H = (P+Q)H(P+Q) = PHP + PHQ + QHP + QHQ .$$

For $P^2 = P$ and every $H$, the results are:

- The double commutator is the coupling: $[P,[P,H]] = PHQ + QHP$.
- A third commutator leads back to the first: $[P,[P,[P,H]]] = [P,H]$.
- The remainder is $H - [P,[P,H]] = PHP + QHQ$, and it commutes with $P$.
- If $H = D + X$, where $[P,D] = 0$ and $PXP = QXQ = 0$, then $[P,[P,H]] = X$.
- The reflection $P - Q$ reverses the sign of the coupling: $(P-Q)H(P-Q) = H - 2[P,[P,H]]$.

The remainder is $H$ with its coupling deleted, which is different from an effective Hamiltonian that takes the coupling into account. The eigenvalues of the remainder generally differ from those of $H$.

## From one commutator to three

The single commutator is the difference of the two off-diagonal blocks, because the terms $PHP$ cancel:

$$PHQ - QHP = (PH - PHP) - (HP - PHP) = PH - HP = [P,H].$$

Commuting with $P$ again gives

$$[P,[P,H]] = P(PH - HP) - (PH - HP)P = P^2H - 2PHP + HP^2 .$$

With $P^2 = P$ this becomes

$$PH + HP - 2PHP = (PH - PHP) + (HP - PHP) = PHQ + QHP .$$

The second commutator has turned the minus sign between the blocks into a plus sign. For the third commutator, start from $PH + HP - 2PHP$:

$$\begin{aligned}
[P,[P,[P,H]]] &= P^2H + PHP - 2P^2HP - PHP - HP^2 + 2PHP^2 \\
&= PH - 2PHP - HP + 2PHP = [P,H].
\end{aligned}$$

## The remainder commutes with the projector

Write $C = [P,[P,H]]$. Subtracting $C = PHQ + QHP$ from the four-block sum leaves $H - C = PHP + QHQ$. The commutator is additive, so

$$[P,H] = [P,H-C] + [P,C] = [P,H-C] + [P,H],$$

where the last step is the triple-commutator identity. Hence $[P,H-C] = 0$.

## Recovering a given coupling, and reversing it

Suppose that $H = D + X$ as above. The part $D$ drops out of the first commutator, so

$$[P,[P,D+X]] = [P,[P,X]] = PXQ + QXP .$$

The other two blocks of $X$ vanish by assumption, so the right-hand side is $X$. A splitting of this kind therefore has only one possible coupling.

For the reflection, multiply out:

$$(P-Q)H(P-Q) = PHP + QHQ - PHQ - QHP = H - 2(PHQ + QHP).$$

Since $P - Q = 2P - 1$ and $(2P-1)^2 = 4P^2 - 4P + 1 = 1$, the reflection is its own inverse, and the left-hand side is a genuine conjugation.

## A two-level system

Take

$$P = \begin{pmatrix}1&0\\0&0\end{pmatrix}, \qquad M = \begin{pmatrix}a&v\\w&b\end{pmatrix},$$

with complex entries. Then

$$[P,M] = \begin{pmatrix}0&v\\-w&0\end{pmatrix}, \qquad [P,[P,M]] = \begin{pmatrix}0&v\\w&0\end{pmatrix}.$$

The diagonal entries $a$ and $b$ are removed and the couplings $v$ and $w$ stay. For a Hermitian Hamiltonian $w$ is the complex conjugate of $v$, but the calculation doesn't use this.

## Operators as elements of a ring

In the Lean code, operators are elements of a ring `R`: they can be added, subtracted and multiplied, there is a unit `1`, and the order of factors matters. Square matrices of any finite size are an example. No adjoint is available in a general ring, so `H` need not be Hermitian and `P` may be an oblique projector.

The definition `comm A B` is the plain commutator $AB - BA$, without a factor of $i$ or $\hbar$. The hypothesis `hP : P * P = P` states idempotence, and $Q$ is always written out as `1 - P`. In `coupling_unique`, `hD` says that $D$ commutes with $P$, while `hPX` and `hQX` say that the two diagonal blocks of $X$ vanish.

The matrix of a Hamiltonian in a finite orthonormal basis fits this description directly. In a non-orthogonal basis, the matrices of elements $\langle i|H|j\rangle$ and $\langle i|P|j\rangle$ must first be multiplied from the left by the inverse of the overlap matrix, so that matrix products represent products of operators. The Hamiltonian of a molecule in continuous space is unbounded, and a product such as $HP$ may not be defined on every state. Carrying the identities over to that setting takes an argument about domains, which the ring hypotheses do not supply.

```lean
import Mathlib

open Matrix

namespace DoubleCommutatorCoupling

/-- The commutator `[A, B] = AB - BA` of two operators. -/
def comm {R : Type*} [Ring R] (A B : R) : R := A * B - B * A

variable {R : Type*} [Ring R] {P : R}

/-- The commutator is additive in its second argument. -/
theorem comm_add (A B C : R) : comm A (B + C) = comm A B + comm A C := by
  simp only [comm]
  noncomm_ring

/-- The single commutator `[P, H]` is the difference `PHQ - QHP` of the two
off-diagonal blocks, with `Q = 1 - P`. -/
theorem single_comm (P H : R) :
    comm P H = P * H * (1 - P) - (1 - P) * H * P := by
  simp only [comm]
  noncomm_ring

/-- For an idempotent `P` and `Q = 1 - P`, the double commutator extracts the
off-diagonal coupling: `[P, [P, H]] = PHQ + QHP`. -/
theorem double_comm (hP : P * P = P) (H : R) :
    comm P (comm P H) = P * H * (1 - P) + (1 - P) * H * P := by
  simp only [comm]
  -- the terms `PPH` and `HPP` reduce to `PH` and `HP`
  linear_combination (norm := noncomm_ring) hP * H + H * hP

/-- For an idempotent `P`, the triple commutator equals the single one:
`[P, [P, [P, H]]] = [P, H]`. -/
theorem triple_comm (hP : P * P = P) (H : R) :
    comm P (comm P (comm P H)) = comm P H := by
  rw [double_comm hP H]
  simp only [comm]
  linear_combination (norm := noncomm_ring)
    hP * H - hP * (H * P) - hP * (H * P) - H * hP + P * H * hP + P * H * hP

/-- For an idempotent `P` and `Q = 1 - P`, subtracting the double commutator from
`H` leaves the two diagonal blocks `PHP + QHQ`. -/
theorem sub_double_comm (hP : P * P = P) (H : R) :
    H - comm P (comm P H) = P * H * P + (1 - P) * H * (1 - P) := by
  rw [double_comm hP H]
  noncomm_ring

/-- For an idempotent `P`, the decoupled operator `H - [P, [P, H]]` commutes
with `P`. -/
theorem decoupled_commutes (hP : P * P = P) (H : R) :
    comm P (H - comm P (comm P H)) = 0 := by
  -- split `H` into its decoupled part and its coupling
  have h := comm_add P (H - comm P (comm P H)) (comm P (comm P H))
  rw [sub_add_cancel, triple_comm hP H] at h
  exact right_eq_add.mp h

/-- Let `P` be idempotent and `Q = 1 - P`. If an operator is a sum `D + X` where `D`
commutes with `P` and `X` has vanishing diagonal blocks `PXP` and `QXQ`, then its
double commutator with `P` is `X`. -/
theorem coupling_unique (hP : P * P = P) {D X : R} (hD : comm P D = 0)
    (hPX : P * X * P = 0) (hQX : (1 - P) * X * (1 - P) = 0) :
    comm P (comm P (D + X)) = X := by
  -- the part that commutes with `P` drops out of the first commutator
  rw [comm_add, hD, zero_add, double_comm hP X]
  -- `X` is the sum of its four blocks, two of which vanish
  linear_combination (norm := noncomm_ring) -hPX - hQX

/-- For an idempotent `P` and `Q = 1 - P`, conjugation by the reflection `P - Q`
subtracts the coupling twice: `(P - Q) H (P - Q) = H - 2 [P, [P, H]]`. -/
theorem reflection_conj (hP : P * P = P) (H : R) :
    (P - (1 - P)) * H * (P - (1 - P)) = H - 2 * comm P (comm P H) := by
  rw [double_comm hP H, two_mul]
  noncomm_ring

/-- In a two-level system the matrix `diag(1, 0)` is idempotent, and its double
commutator with a complex matrix with rows `(a, v)` and `(w, b)` keeps the entries
`v` and `w` and removes `a` and `b`. -/
theorem double_comm_witness (a b v w : ℂ) :
    (!![1, 0; 0, 0] : Matrix (Fin 2) (Fin 2) ℂ) * !![1, 0; 0, 0] = !![1, 0; 0, 0] ∧
    comm (!![1, 0; 0, 0] : Matrix (Fin 2) (Fin 2) ℂ)
      (comm !![1, 0; 0, 0] !![a, v; w, b]) = !![0, v; w, 0] := by
  constructor
  · ext i j
    fin_cases i <;> fin_cases j <;> simp [Matrix.mul_apply, Fin.sum_univ_succ]
  · ext i j
    fin_cases i <;> fin_cases j <;>
      simp [comm]

end DoubleCommutatorCoupling
```

```lean
#print axioms DoubleCommutatorCoupling.sub_double_comm
#print axioms DoubleCommutatorCoupling.decoupled_commutes
#print axioms DoubleCommutatorCoupling.coupling_unique
#print axioms DoubleCommutatorCoupling.reflection_conj
```

```
'DoubleCommutatorCoupling.sub_double_comm' depends on axioms: [propext]
'DoubleCommutatorCoupling.decoupled_commutes' depends on axioms: [propext]
'DoubleCommutatorCoupling.coupling_unique' depends on axioms: [propext]
'DoubleCommutatorCoupling.reflection_conj' depends on axioms: [propext]
```

## Idempotence as a term to subtract

Two tactics do most of the algebra. `noncomm_ring` expands products and collects terms without exchanging factors. It proves `comm_add` and `single_comm` once the commutator is unfolded, and neither of these needs idempotence.

Where $P^2 = P$ is needed, `linear_combination` is told which multiples of that equation to use, and `noncomm_ring` checks that the two sides then agree. In `double_comm` the multiples are `hP * H` and `H * hP`, which replace $P^2H$ by $PH$ and $HP^2$ by $HP$. In `triple_comm` the inner double commutator is first rewritten as its two blocks. The six terms that follow are the replacements made by hand above; those for $P^2HP$ and $PHP^2$ are listed twice because these products carry a factor of 2.

## The results built on the double commutator

`sub_double_comm` and `reflection_conj` insert the block formula from `double_comm` and expand what is left.

`decoupled_commutes` follows the additivity argument. It applies `comm_add` to $H - C$ and $C$, recombines their sum into $H$, and replaces the triple commutator by the single one. The resulting equation has $[P,H]$ on both sides, and `right_eq_add` concludes that the extra term is zero.

`coupling_unique` removes $D$ by additivity and `hD`, then applies `double_comm` to $X$. The final combination, `-hPX - hQX`, accounts for the two missing blocks in the four-block sum.

`double_comm_witness` first confirms that the two-level projector is idempotent, then computes the double commutator. Both parts are checked entry by entry: `fin_cases` runs through the four index pairs and `simp` evaluates each one. The matrix result is thus a direct computation that does not call on `double_comm`.
